# Landau levels of one Dirac valley with nonzero mass $M$: only one of $\pm M$ occurs

Q: You say that an electron in one massive Dirac valley, in a perpendicular magnetic field, has exactly the energies $-M$ and $\pm\sqrt{M^2+n}$ with $n\ge1$, and never $+M$ if $M\neq0$. What is assumed?

A: A lowering map $a$, a raising map $b$ (the textbook $a^\dagger$), and, for the full list, a nonzero vacuum $v$ with $av=0$. Energies, $M$ included, are in units of the cyclotron coupling $v_F\sqrt{2\hbar eB}$, where $v_F$ is the Dirac velocity, $e$ the elementary charge and $B$ the strength of the applied field. The two sublattices have on-site energies $+M$ and $-M$, so the gap that the valley has without the field is $2|M|$ in this same unit. Spin is left out. The valley and the field direction are also fixed, by where $a$ and $b$ stand in the Hamiltonian below. Reversing the field, or going to the other valley of a honeycomb sheet with the same on-site energies, exchanges $a$ and $b$; then, for $M\neq0$, $+M$ occurs and $-M$ does not.

```lean
import Mathlib

/-! Landau levels of one massive Dirac valley, with energies in units of the cyclotron
coupling. The ladder relations are realised by the usual oscillator operators on finite
combinations of number states; that construction is not repeated here. -/

namespace MassiveDiracLandau

variable {V : Type*} [NormedAddCommGroup V] [InnerProductSpace ℂ V]
```

Q: What is `V`? An oscillator needs unbounded operators.

A: `V` is a complex inner-product space, not assumed complete. Think of finite combinations of number states, where $a$ and $b$ are defined everywhere. The ladder conditions are $\langle ax,y\rangle=\langle x,by\rangle$ and $ab-ba=1$.

```lean
/-- Lowering and raising operators `a`, `b` of a Landau-level oscillator: they are mutually
adjoint and satisfy `ab - ba = 1`. -/
structure IsLadder (a b : V →ₗ[ℂ] V) : Prop where
  adj : ∀ x y, inner ℂ (a x) y = inner ℂ x (b y)
  comm : ∀ x, a (b x) - b (a x) = x
```

A: The Hamiltonian acts on a spinor $(f,g)$, one component per sublattice, written `ψ.1` and `ψ.2`.

```lean
/-- The Hamiltonian of a Dirac valley with mass `M` in a magnetic field, acting on
two-component spinors `(f, g)` as `(M f + a g, b f - M g)`. -/
def diracH (a b : V →ₗ[ℂ] V) (M : ℝ) (ψ : V × V) : V × V :=
  ((M : ℂ) • ψ.1 + a ψ.2, b ψ.1 - (M : ℂ) • ψ.2)
```

Q: And a level?

A: A complex number $E$ with a nonzero eigenvector. That $E$ is real is a result.

```lean
/-- The number `E` is an energy level: some nonzero spinor is an eigenvector of the
Hamiltonian with eigenvalue `E`. -/
def IsLevel (a b : V →ₗ[ℂ] V) (M : ℝ) (E : ℂ) : Prop :=
  ∃ ψ : V × V, ψ ≠ 0 ∧ diracH a b M ψ = E • ψ
```

Q: Where does the asymmetry between $M$ and $-M$ come from?

A: From $b$ having no vacuum of its own. Adjointness and the commutator give
$$\|bx\|^2=\langle x,abx\rangle=\langle x,x\rangle+\langle x,bax\rangle=\|x\|^2+\|ax\|^2 .$$
The proof does this with inner products, then casts the complex identity to a real one.

```lean
variable {a b : V →ₗ[ℂ] V}

/-- For ladder operators, raising a state gives the squared norm
`‖b x‖² = ‖x‖² + ‖a x‖²`. -/
theorem norm_sq_raise (h : IsLadder a b) (x : V) :
    ‖b x‖ ^ 2 = ‖x‖ ^ 2 + ‖a x‖ ^ 2 := by
  have hs : ∀ y : V, inner ℂ y y = ((‖y‖ ^ 2 : ℝ) : ℂ) := fun y =>
    (inner_self_eq_norm_sq_to_K (𝕜 := ℂ) y).trans (Complex.ofReal_pow _ _).symm
  have e : a (b x) = x + b (a x) := sub_eq_iff_eq_add.mp (h.comm x)
  have e2 : inner ℂ (b (a x)) x = inner ℂ (a x) (a x) := by
    rw [← inner_conj_symm (b (a x)) x, ← h.adj x (a x), inner_conj_symm]
  have h1 : inner ℂ (b x) (b x) = inner ℂ x x + inner ℂ (a x) (a x) := by
    rw [← h.adj (b x) x, e, inner_add_left, e2]
  rw [hs (b x), hs x, hs (a x)] at h1
  exact_mod_cast h1
```

A: So $bx=0$ forces $x=0$.

```lean
/-- The raising operator of a ladder pair annihilates only the zero vector. -/
theorem eq_zero_of_raise (h : IsLadder a b) {x : V} (hx : b x = 0) : x = 0 := by
  have h1 := norm_sq_raise h x
  rw [hx, norm_zero] at h1
  have h2 : ‖x‖ ^ 2 = 0 := by nlinarith [sq_nonneg ‖x‖, sq_nonneg ‖a x‖]
  exact norm_eq_zero.mp (pow_eq_zero_iff two_ne_zero |>.mp h2)
```

Q: Did you assume the integer spectrum of $ba$?

A: No. Let $bag=\mu g$ with $g\ne0$. Then $\|ag\|^2=\mu\|g\|^2$, so $\mu$ cannot be negative. The commutator gives
$$ba(ag)=ab(ag)-ag=(\mu-1)\,ag .$$
Each lowering subtracts one, so the chain must reach a state that $a$ annihilates, where the eigenvalue is $0$. Hence $\mu$ is a natural number. In Lean this is induction on a bound $k>\mathrm{Re}\,\mu$: the base case is the positivity contradiction, and the successor case lowers once.

```lean
/-- For ladder operators, every eigenvalue of the number operator `ba` is a natural number. -/
theorem number_eigenvalue (h : IsLadder a b) {μ : ℂ} {g : V} (hg : g ≠ 0)
    (hμ : b (a g) = μ • g) : ∃ n : ℕ, μ = n := by
  obtain ⟨k, hk⟩ := exists_nat_gt μ.re
  induction k generalizing μ g with
  | zero =>
    -- a negative eigenvalue contradicts `‖a g‖² = μ ‖g‖²`
    exfalso
    have hs : ∀ y : V, inner ℂ y y = ((‖y‖ ^ 2 : ℝ) : ℂ) := fun y =>
      (inner_self_eq_norm_sq_to_K (𝕜 := ℂ) y).trans (Complex.ofReal_pow _ _).symm
    have h1 : inner ℂ (a g) (a g) = μ * inner ℂ g g := by
      rw [h.adj g (a g), hμ, inner_smul_right]
    rw [hs (a g), hs g] at h1
    have h2 := congrArg Complex.re h1
    simp only [Complex.mul_re, Complex.ofReal_re, Complex.ofReal_im, mul_zero,
      sub_zero] at h2
    have hpos : 0 < ‖g‖ ^ 2 := pow_pos (norm_pos_iff.mpr hg) 2
    rw [Nat.cast_zero] at hk
    nlinarith [sq_nonneg ‖a g‖, mul_neg_of_neg_of_pos hk hpos]
  | succ k ih =>
    by_cases hag : a g = 0
    · rw [hag, map_zero] at hμ
      have h0 : μ = 0 := (smul_eq_zero.mp hμ.symm).resolve_right hg
      exact ⟨0, by rw [h0, Nat.cast_zero]⟩
    · -- lowering the state lowers the eigenvalue by one
      have e : a (b (a g)) = a g + b (a (a g)) := sub_eq_iff_eq_add.mp (h.comm (a g))
      rw [hμ, map_smul] at e
      have e' : b (a (a g)) = (μ - 1) • a g := by
        rw [sub_smul, one_smul, e]
        abel
      have hlt : (μ - 1).re < k := by
        rw [Complex.sub_re, Complex.one_re]
        push_cast at hk
        linarith
      obtain ⟨n, hn⟩ := ih hag e' hlt
      exact ⟨n + 1, by push_cast; linear_combination hn⟩
```

Q: Now the spinor.

A: The eigenvalue equations read
$$ag=(E-M)f,\qquad bf=(E+M)g .$$
Take $E\neq-M$. If $g=0$, then $bf=0$ and $f=0$, which is excluded. So $g\ne0$, and
$$bag=(E-M)\,bf=(E^2-M^2)g ,$$
which gives $E^2=M^2+n$ for a natural number $n$.

If $n=0$, then $abf=(E+M)ag=(E^2-M^2)f=0$, so $\|bf\|^2=\langle abf,f\rangle=0$. But $bf=(E+M)g\neq0$, a contradiction. The names `ha`, `hb` and `hN` below are the three displayed equations.

```lean
/-- For ladder operators, every level other than `-M` obeys `E² = M² + n` with `n ≥ 1`. -/
theorem level_sq (h : IsLadder a b) {M : ℝ} {E : ℂ} (hE : IsLevel a b M E)
    (hne : E ≠ -(M : ℂ)) : ∃ n : ℕ, 1 ≤ n ∧ E ^ 2 = (M : ℂ) ^ 2 + n := by
  obtain ⟨ψ, hψ0, hψ⟩ := hE
  have h1 : (M : ℂ) • ψ.1 + a ψ.2 = E • ψ.1 := congrArg Prod.fst hψ
  have h2 : b ψ.1 - (M : ℂ) • ψ.2 = E • ψ.2 := congrArg Prod.snd hψ
  have ha : a ψ.2 = (E - M) • ψ.1 := by linear_combination (norm := module) h1
  have hb : b ψ.1 = (E + M) • ψ.2 := by linear_combination (norm := module) h2
  have hEM : E + M ≠ 0 := fun h0 => hne (eq_neg_of_add_eq_zero_left h0)
  have hg : ψ.2 ≠ 0 := by
    intro hg
    rw [hg, smul_zero] at hb
    exact hψ0 (Prod.ext (eq_zero_of_raise h hb) hg)
  -- the second component is an eigenvector of the number operator
  have hN : b (a ψ.2) = (E ^ 2 - (M : ℂ) ^ 2) • ψ.2 := by
    rw [ha, map_smul, hb, smul_smul]
    congr 1
    ring
  obtain ⟨n, hn⟩ := number_eigenvalue h hg hN
  refine ⟨n, Nat.one_le_iff_ne_zero.mpr ?_, by linear_combination hn⟩
  -- `n = 0` would give `a (b ψ.1) = 0`, hence `b ψ.1 = 0` by adjointness;
  -- but `b ψ.1 = (E + M) • ψ.2` is nonzero, since `E + M ≠ 0` and `ψ.2 ≠ 0`
  intro h0
  rw [h0, Nat.cast_zero] at hn
  have hab : a (b ψ.1) = 0 := by
    rw [hb, map_smul, ha, smul_smul,
      show (E + M) * (E - M) = 0 by linear_combination hn, zero_smul]
  have hbf : b ψ.1 = 0 := by
    apply (inner_self_eq_zero (𝕜 := ℂ)).mp
    rw [← h.adj (b ψ.1) ψ.1, hab, inner_zero_left]
  rw [hb] at hbf
  exact (smul_ne_zero hEM hg) hbf
```

Q: That restricts the energies. Do they all occur?

A: Yes, given the vacuum. First, $ab(b^mv)=(m+1)b^mv$, by induction: apply the commutator to $b^{m+1}v$. Lean writes the iterate as `b^[n] v`.

```lean
/-- For ladder operators and a nonzero vacuum `v`, the number states `bⁿ v` are nonzero and
satisfy `ab (bⁿ v) = (n + 1) bⁿ v`. -/
theorem number_state (h : IsLadder a b) {v : V} (hv : v ≠ 0) (hav : a v = 0) (n : ℕ) :
    b^[n] v ≠ 0 ∧ a (b (b^[n] v)) = ((n : ℂ) + 1) • b^[n] v := by
  induction n with
  | zero =>
    refine ⟨hv, ?_⟩
    have e := h.comm v
    rw [hav, map_zero, sub_zero] at e
    simpa using e
  | succ n ih =>
    rw [Function.iterate_succ_apply']
    refine ⟨fun h0 => ih.1 (eq_zero_of_raise h h0), ?_⟩
    have e := h.comm (b (b^[n] v))
    rw [ih.2, map_smul] at e
    push_cast
    linear_combination (norm := module) e
```

A: For $E^2=M^2+m+1$, take $\big((E+M)b^mv,\;b^{m+1}v\big)$. The first component of the eigenvalue equation requires $M(E+M)+(m+1)=E(E+M)$, which holds; the second requires $(E+M)-M=E$. With normalised number states $|m\rangle$, the unit spinor is
$$\frac{\big((E+M)|m\rangle,\ \sqrt{m+1}\,|m+1\rangle\big)}{\sqrt{2E(E+M)}} .$$
The spinor $(0,v)$ has energy $-M$.

The theorem below is the full list, as an "if and only if". Its forward direction factors $E^2-(M^2+n)=0$ into the two signs; its reverse direction supplies these spinors.

```lean
/-- Landau levels of a massive Dirac valley: for ladder operators with a nonzero vacuum `v`,
the energy levels are exactly `-M` and `±√(M² + n)` with `n ≥ 1`. -/
theorem landau_levels (h : IsLadder a b) {v : V} (hv : v ≠ 0) (hav : a v = 0)
    (M : ℝ) (E : ℂ) :
    IsLevel a b M E ↔ E = -(M : ℂ) ∨ ∃ n : ℕ, 1 ≤ n ∧
      (E = (Real.sqrt (M ^ 2 + n) : ℂ) ∨ E = -(Real.sqrt (M ^ 2 + n) : ℂ)) := by
  have hs : ∀ n : ℕ, (Real.sqrt (M ^ 2 + n) : ℂ) ^ 2 = (M : ℂ) ^ 2 + n := by
    intro n
    rw [← Complex.ofReal_pow, Real.sq_sqrt (by positivity)]
    simp
  constructor
  · intro hE
    by_cases hne : E = -(M : ℂ)
    · exact Or.inl hne
    · obtain ⟨n, hn, hsq⟩ := level_sq h hE hne
      refine Or.inr ⟨n, hn, ?_⟩
      have hp : (E - (Real.sqrt (M ^ 2 + n) : ℂ)) * (E + (Real.sqrt (M ^ 2 + n) : ℂ)) = 0 := by
        linear_combination hsq - hs n
      exact (mul_eq_zero.mp hp).imp sub_eq_zero.mp eq_neg_of_add_eq_zero_left
  · rintro (rfl | ⟨n, hn, hE⟩)
    · exact ⟨(0, v), fun h0 => hv (congrArg Prod.snd h0), by simp [diracH, hav]⟩
    · have hsq : E ^ 2 = (M : ℂ) ^ 2 + n := by
        rcases hE with hE | hE
        · rw [hE, hs n]
        · rw [hE, neg_sq, hs n]
      obtain ⟨m, rfl⟩ : ∃ m, n = m + 1 := ⟨n - 1, by omega⟩
      push_cast at hsq
      obtain ⟨hu, hab⟩ := number_state h hv hav m
      -- the spinor mixes two neighbouring number states
      refine ⟨((E + M) • b^[m] v, b (b^[m] v)),
        fun h0 => hu (eq_zero_of_raise h (congrArg Prod.snd h0)), Prod.ext ?_ ?_⟩
      · change (M : ℂ) • ((E + M) • b^[m] v) + a (b (b^[m] v)) = E • ((E + M) • b^[m] v)
        rw [hab, smul_smul, smul_smul, ← add_smul]
        congr 1
        linear_combination -hsq
      · change b ((E + M) • b^[m] v) - (M : ℂ) • b (b^[m] v) = E • b (b^[m] v)
        rw [map_smul]
        module
```

Q: And $+M$?

A: If $M\ne0$, then $M\neq-M$, so a level at $M$ would need $M^2=M^2+n$ with $n\ge1$. No vacuum is needed here.

```lean
/-- For ladder operators and nonzero mass, `+M` is not an energy level. -/
theorem mass_not_level (h : IsLadder a b) {M : ℝ} (hM : M ≠ 0) :
    ¬ IsLevel a b M (M : ℂ) := by
  intro hE
  have hne : (M : ℂ) ≠ -(M : ℂ) := by
    intro h0
    have h1 : M = -M := by exact_mod_cast h0
    exact hM (by linarith)
  obtain ⟨n, hn, hsq⟩ := level_sq h hE hne
  have h0 : (n : ℂ) = 0 := by linear_combination -hsq
  have h1 : n = 0 := by exact_mod_cast h0
  omega
```

Q: Which states sit at $-M$?

A: There $bf=0$, so $f=0$, and the first equation leaves $ag=0$; the converse is substitution. For non-interacting electrons in one valley of a gapped honeycomb sheet, this unpaired level therefore lives on a single sublattice.

Q: What must I still supply?

A: The step from the continuum Hamiltonian on its full Hilbert space to these ladder maps on `V`. The theorems also don't count degeneracies: several independent vacua are allowed.

```lean
/-- For ladder operators, a spinor satisfies the eigenvalue equation at energy `-M` exactly
when its first component vanishes and its second is annihilated by `a`. -/
theorem polarised_level (h : IsLadder a b) (M : ℝ) (ψ : V × V) :
    diracH a b M ψ = (-(M : ℂ)) • ψ ↔ ψ.1 = 0 ∧ a ψ.2 = 0 := by
  constructor
  · intro hψ
    have h1 : (M : ℂ) • ψ.1 + a ψ.2 = (-(M : ℂ)) • ψ.1 := congrArg Prod.fst hψ
    have h2 : b ψ.1 - (M : ℂ) • ψ.2 = (-(M : ℂ)) • ψ.2 := congrArg Prod.snd hψ
    have hb : b ψ.1 = 0 := by linear_combination (norm := module) h2
    have hf := eq_zero_of_raise h hb
    rw [hf, smul_zero, smul_zero, zero_add] at h1
    exact ⟨hf, h1⟩
  · rintro ⟨hf, hg⟩
    apply Prod.ext <;> simp [diracH, hf, hg]

end MassiveDiracLandau
```

```lean
#print axioms MassiveDiracLandau.landau_levels
#print axioms MassiveDiracLandau.mass_not_level
#print axioms MassiveDiracLandau.polarised_level
```

```
'MassiveDiracLandau.landau_levels' depends on axioms: [propext, Classical.choice, Quot.sound]
'MassiveDiracLandau.mass_not_level' depends on axioms: [propext, Classical.choice, Quot.sound]
'MassiveDiracLandau.polarised_level' depends on axioms: [propext, Classical.choice, Quot.sound]
```
